# The ratio of energy error to variance tends to $m_1/m_2$ as an orthogonal admixture to an eigenstate vanishes

Let $H$ be a symmetric operator with $Hf = E_0 f$, let $f$ and $x$ be orthonormal, and mix them with weight $w$:

$$\psi_w = \sqrt{1-w}\,f + \sqrt{w}\,x, \qquad 0 < w < 1.$$

Define the moments $m_1 = \langle x, (H-E_0)x\rangle$ and $m_2 = \|(H-E_0)x\|^2$, and assume $m_2 > 0$. Then the energy $E(w)$ and the variance $\sigma^2(w)$ of $\psi_w$ satisfy

$$E(w) - E_0 = w\,m_1, \qquad \sigma^2(w) = w\,m_2 - w^2 m_1^2 > 0, \qquad \lim_{w\to 0^+}\frac{E(w)-E_0}{\sigma^2(w)} = \frac{m_1}{m_2}.$$

In the plot of energy against variance that is used to extrapolate variational energies to zero variance, this limit is the slope of the curve at the exact state, for a one-parameter family in which the contaminating state $x$ stays fixed and the expectation values carry no statistical noise.

## Energy, variance and moments

The setting is a complex inner product space $V$ of any dimension. The operator is a linear map defined on all of $V$, so an unbounded Hamiltonian is covered only on a subspace that it maps into itself.

```lean
import Mathlib

open Filter Topology

namespace EnergyVarianceExtrapolation

noncomputable section

variable {V : Type*} [NormedAddCommGroup V] [InnerProductSpace ℂ V]
```

The energy is $E = \mathrm{Re}\,\langle\psi, H\psi\rangle$ for normalised $\psi$. For symmetric $H$ the inner product is already real, and taking the real part only turns it into a real number for Lean.

```lean
/-- The real part of `⟨ψ, H ψ⟩`; for symmetric `H` and normalised `ψ` this is the energy expectation
value. -/
def energy (H : V →ₗ[ℂ] V) (ψ : V) : ℝ := (inner ℂ ψ (H ψ)).re
```

The variance is $\sigma^2 = \|(H-E)\psi\|^2$. For symmetric $H$ and normalised $\psi$ this is the familiar $\langle H^2\rangle - \langle H\rangle^2$.

```lean
/-- The energy variance: the squared norm of `(H - E) ψ`, with `E` the energy of `ψ`. -/
def variance (H : V →ₗ[ℂ] V) (ψ : V) : ℝ := ‖H ψ - (energy H ψ : ℂ) • ψ‖ ^ 2
```

The first moment is the mean energy of $x$ measured from $E_0$. It may have either sign, because $E_0$ need not be the ground-state energy.

```lean
/-- The first moment of the contaminating state `x`: the real part of `⟨x, (H - E0) x⟩`, which is
already real for symmetric `H`. -/
def m1 (H : V →ₗ[ℂ] V) (E0 : ℝ) (x : V) : ℝ := (inner ℂ x (H x - (E0 : ℂ) • x)).re
```

The second moment is the squared length of the residual of $x$. It vanishes exactly when $x$ is itself an eigenvector with eigenvalue $E_0$. In that case every $\psi_w$ is exact, error and variance are both zero, and there is no ratio to discuss.

```lean
/-- The second moment `‖(H - E0) x‖²` of the contaminating state `x`. -/
def m2 (H : V →ₗ[ℂ] V) (E0 : ℝ) (x : V) : ℝ := ‖H x - (E0 : ℂ) • x‖ ^ 2
```

## The contaminated eigenstate

The trial state $\psi_w$ has real, non-negative coefficients. A relative phase between $f$ and $x$ can be absorbed into $x$ without changing $m_1$ or $m_2$.

```lean
/-- The trial state `√(1-w) f + √w x`, in which `x` has weight `w`. -/
def trial (f x : V) (w : ℝ) : V := ((√(1 - w) : ℝ) : ℂ) • f + ((√w : ℝ) : ℂ) • x
```

The physical assumptions are collected in one structure. Its field `symm` says $\langle Hu, v\rangle = \langle u, Hv\rangle$ for all $u, v$; `eig` is the eigenvalue equation with real $E_0$; the other three fields state orthonormality. Nothing is assumed about degeneracy or about the rest of the spectrum.

```lean
/-- `H` is symmetric, `f` is an eigenstate with energy `E0`, and `f`, `x` are orthonormal. -/
structure EigenMix (H : V →ₗ[ℂ] V) (E0 : ℝ) (f x : V) : Prop where
  symm : H.IsSymmetric
  eig : H f = (E0 : ℂ) • f
  norm_f : ‖f‖ = 1
  norm_x : ‖x‖ = 1
  orth : inner ℂ f x = 0
```

## Variance about a shifted reference energy

For a unit vector $\psi$ and a real number $c$,

$$\mathrm{Re}\,\langle\psi,(H-c)\psi\rangle = \mathrm{Re}\,\langle\psi,H\psi\rangle - c\,\|\psi\|^2 = E - c.$$

```lean
/-- The energy of a normalised state, measured from `c`, is the real part of the expectation value
of `H - c`. -/
theorem energy_sub (H : V →ₗ[ℂ] V) {ψ : V} (hψ : ‖ψ‖ = 1) (c : ℝ) :
    energy H ψ - c = (inner ℂ ψ (H ψ - (c : ℂ) • ψ)).re := by
  rw [inner_sub_right, inner_smul_right, inner_self_eq_norm_sq_to_K, hψ]
  simp [energy]
```

Now write $r = (H-c)\psi$ and $d = E - c$. Then $(H-E)\psi = r - d\,\psi$, and expanding the square gives

$$\sigma^2 = \|r\|^2 - 2d\,\mathrm{Re}\,\langle\psi, r\rangle + d^2 = \|r\|^2 - d^2,$$

because the previous identity says $\mathrm{Re}\,\langle\psi, r\rangle = d$. In the proof, `hd` is the decomposition of the residual, `hc` evaluates the cross term and `hn` gives $\|d\,\psi\|^2 = d^2$. The benefit is that the variance can be computed from the residual about the known $E_0$ instead of the $w$-dependent $E(w)$.

```lean
/-- The variance of a normalised state is the squared residual about any reference energy `c`
minus the squared distance of the energy from `c`. -/
theorem variance_shift (H : V →ₗ[ℂ] V) {ψ : V} (hψ : ‖ψ‖ = 1) (c : ℝ) :
    variance H ψ = ‖H ψ - (c : ℂ) • ψ‖ ^ 2 - (energy H ψ - c) ^ 2 := by
  have hre := energy_sub H hψ c
  have hd : H ψ - (energy H ψ : ℂ) • ψ
      = (H ψ - (c : ℂ) • ψ) - ((energy H ψ - c : ℝ) : ℂ) • ψ := by
    push_cast
    module
  unfold variance
  rw [hd, norm_sub_rev]
  generalize energy H ψ - c = d at hre ⊢
  -- expand the square; the cross term is again the energy offset
  have h := norm_sub_sq (𝕜 := ℂ) ((d : ℂ) • ψ) (H ψ - (c : ℂ) • ψ)
  have hc : RCLike.re (inner ℂ ((d : ℂ) • ψ) (H ψ - (c : ℂ) • ψ)) = d * d := by
    change (inner ℂ ((d : ℂ) • ψ) (H ψ - (c : ℂ) • ψ)).re = d * d
    rw [inner_smul_left, Complex.conj_ofReal, Complex.re_ofReal_mul, ← hre]
  have hn : ‖(d : ℂ) • ψ‖ ^ 2 = d ^ 2 := by
    rw [norm_smul, hψ, mul_one, Complex.norm_real, Real.norm_eq_abs, sq_abs]
  rw [h, hc, hn]
  ring
```

## Energy error and variance at weight $w$

The cross term in $\|\psi_w\|^2$ vanishes by orthogonality, which leaves $(1-w) + w = 1$. The two square roots require $0 \le w \le 1$.

```lean
variable {H : V →ₗ[ℂ] V} {E0 : ℝ} {f x : V}

/-- The trial state is normalised. -/
theorem norm_trial (h : EigenMix H E0 f x) {w : ℝ} (h0 : 0 ≤ w) (h1 : w ≤ 1) :
    ‖trial f x w‖ = 1 := by
  have hs : ‖trial f x w‖ ^ 2 = 1 := by
    unfold trial
    rw [norm_add_sq (𝕜 := ℂ), inner_smul_left, inner_smul_right, h.orth, norm_smul, norm_smul,
      h.norm_f, h.norm_x, Complex.norm_real, Complex.norm_real, Real.norm_eq_abs,
      Real.norm_eq_abs, mul_one, mul_one, sq_abs, sq_abs, Real.sq_sqrt h0,
      Real.sq_sqrt (sub_nonneg.2 h1)]
    simp
  exact (pow_eq_one_iff_of_nonneg (norm_nonneg _) two_ne_zero).1 hs
```

Since $(H-E_0)f = 0$, only the admixture contributes to the residual:

$$(H-E_0)\psi_w = \sqrt{w}\,(H-E_0)x.$$

```lean
/-- Only the contaminating state contributes to the residual `(H - E0) ψ`. -/
theorem residual_trial (h : EigenMix H E0 f x) (w : ℝ) :
    H (trial f x w) - (E0 : ℂ) • trial f x w
      = ((√w : ℝ) : ℂ) • (H x - (E0 : ℂ) • x) := by
  unfold trial
  rw [map_add, map_smul, map_smul, h.eig]
  module
```

By symmetry this residual has no component along $f$:

$$\langle f,(H-E_0)x\rangle = \langle Hf, x\rangle - E_0\langle f,x\rangle = 0.$$

Taking the inner product with $\psi_w$ therefore leaves only the $x$ part,

$$E(w)-E_0 = \sqrt{w}\,\sqrt{w}\;m_1 = w\,m_1,$$

and the shifted variance formula with $c = E_0$ gives

$$\sigma^2(w) = \|\sqrt{w}\,(H-E_0)x\|^2 - (w\,m_1)^2 = w\,m_2 - w^2m_1^2.$$

The orthogonality is `hf` in the code and the energy error is `he`. Both formulas also hold at the endpoints $w=0$ and $w=1$.

```lean
/-- The energy error is `w m1` and the variance is `w m2 - w² m1²`. -/
theorem energy_and_variance (h : EigenMix H E0 f x) {w : ℝ} (h0 : 0 ≤ w) (h1 : w ≤ 1) :
    energy H (trial f x w) - E0 = w * m1 H E0 x ∧
      variance H (trial f x w) = w * m2 H E0 x - w ^ 2 * m1 H E0 x ^ 2 := by
  have hn := norm_trial h h0 h1
  -- by symmetry of `H` the residual of `x` is orthogonal to `f`
  have hf : inner ℂ f (H x - (E0 : ℂ) • x) = 0 := by
    rw [inner_sub_right, ← h.symm f x, h.eig, inner_smul_left, inner_smul_right, h.orth]
    simp
  have he : energy H (trial f x w) - E0 = w * m1 H E0 x := by
    rw [energy_sub H hn, residual_trial h, inner_smul_right, Complex.re_ofReal_mul]
    unfold trial
    rw [inner_add_left, inner_smul_left, inner_smul_left, hf, mul_zero, zero_add,
      Complex.conj_ofReal, Complex.re_ofReal_mul, ← mul_assoc, Real.mul_self_sqrt h0]
    rfl
  refine ⟨he, ?_⟩
  rw [variance_shift H hn E0, he, residual_trial h, norm_smul, Complex.norm_real,
    Real.norm_eq_abs, mul_pow, sq_abs, Real.sq_sqrt h0, mul_pow]
  rfl
```

## Positivity and the limiting ratio

The Cauchy–Schwarz inequality with $\|x\|=1$ gives $|m_1| \le \|(H-E_0)x\|$, hence $m_1^2 \le m_2$.

```lean
/-- The squared first moment of a normalised state does not exceed its second moment. -/
theorem m1_sq_le_m2 (H : V →ₗ[ℂ] V) (E0 : ℝ) (hx : ‖x‖ = 1) :
    m1 H E0 x ^ 2 ≤ m2 H E0 x := by
  have hb : |m1 H E0 x| ≤ ‖H x - (E0 : ℂ) • x‖ := by
    have h2 := norm_inner_le_norm (𝕜 := ℂ) x (H x - (E0 : ℂ) • x)
    rw [hx, one_mul] at h2
    exact (Complex.abs_re_le_norm _).trans h2
  rw [← sq_abs]
  exact pow_le_pow_left₀ (abs_nonneg _) hb 2
```

For $0<w<1$ it follows that

$$m_2 - w\,m_1^2 \ge (1-w)\,m_2 > 0,$$

and multiplying by $w$ shows that the variance is positive. Cancelling $w$ in the ratio leaves

$$\frac{E(w)-E_0}{\sigma^2(w)} = \frac{m_1}{m_2 - w\,m_1^2},$$

which is continuous at $w = 0$ with value $m_1/m_2$.

The theorem takes the structure `EigenMix` and $m_2>0$ as hypotheses. Its first part covers every $w$ strictly between 0 and 1. In its second part, `𝓝[>] 0` expresses that $w$ approaches zero from above. The proof establishes continuity of the simplified ratio (`hc`) and then transfers the limit to the original one, since the two agree on $0<w<1$.

```lean
/-- Energy-variance relation, for `m2 > 0`: if `0 < w < 1`, the energy error is `w m1` and the
variance is `w m2 - w² m1² > 0`; their ratio tends to `m1 / m2` as `w` tends to zero from above. -/
theorem energy_variance_extrapolation (h : EigenMix H E0 f x) (hm : 0 < m2 H E0 x) :
    (∀ w : ℝ, 0 < w → w < 1 →
      energy H (trial f x w) - E0 = w * m1 H E0 x ∧
      variance H (trial f x w) = w * m2 H E0 x - w ^ 2 * m1 H E0 x ^ 2 ∧
      0 < variance H (trial f x w)) ∧
    Tendsto (fun w : ℝ => (energy H (trial f x w) - E0) / variance H (trial f x w))
      (𝓝[>] 0) (𝓝 (m1 H E0 x / m2 H E0 x)) := by
  have hcs := m1_sq_le_m2 H E0 h.norm_x
  constructor
  · intro w h0 h1
    obtain ⟨he, hv⟩ := energy_and_variance h h0.le h1.le
    refine ⟨he, hv, ?_⟩
    have hp : 0 < m2 H E0 x - w * m1 H E0 x ^ 2 := by
      nlinarith [mul_le_mul_of_nonneg_left hcs h0.le, mul_pos (sub_pos.2 h1) hm]
    rw [hv]
    nlinarith [mul_pos h0 hp]
  · -- after cancelling `w` the ratio is continuous at zero
    have hc : ContinuousAt (fun w : ℝ => m1 H E0 x / (m2 H E0 x - w * m1 H E0 x ^ 2)) 0 :=
      ContinuousAt.div (by fun_prop) (by fun_prop) (by simpa using hm.ne')
    have ht := hc.tendsto.mono_left (nhdsWithin_le_nhds (s := Set.Ioi (0 : ℝ)))
    simp only [zero_mul, sub_zero] at ht
    refine ht.congr' ?_
    filter_upwards [Ioo_mem_nhdsGT (zero_lt_one' ℝ)] with w hw
    obtain ⟨he, hv⟩ := energy_and_variance h hw.1.le hw.2.le
    rw [he, hv, show w * m2 H E0 x - w ^ 2 * m1 H E0 x ^ 2
      = w * (m2 H E0 x - w * m1 H E0 x ^ 2) by ring, mul_div_mul_left _ _ hw.1.ne']
```

Symmetry of $H$ is essential here. On $\mathbb{C}^2$ take $H(v_0,v_1) = (v_1,v_1)$, $f=(1,0)$, $x=(0,1)$ and $E_0=0$. All the other hypotheses are satisfied, with $m_1=1$ and $m_2=2$. But $H\psi_w = \sqrt{w}\,(1,1)$, so with $s = \sqrt{w(1-w)}$

$$E(w) = w + s, \qquad \sigma^2(w) = 2w - (w+s)^2 = w\,(1-2s).$$

The error now starts as $\sqrt{w}$, and the ratio diverges instead of tending to $1/2$. Positivity is lost as well: at $w=1/2$ the variance is zero, because $(1,1)/\sqrt{2}$ is an eigenvector with eigenvalue 1.

## The error of a two-point extrapolation

A straight line through the points $(v,e)$ and $(v',e')$, with variance on the horizontal axis and energy on the vertical one, meets zero variance at

$$e - v\,\frac{e'-e}{v'-v}.$$

```lean
/-- The zero-variance intercept of the line through the points `(v, e)` and `(v', e')`. -/
def intercept (v e v' e' : ℝ) : ℝ := e - v * (e' - e) / (v' - v)
```

Take two distinct weights $a,b \ge 0$ with $a+b<1$, and set $D = m_2-(a+b)m_1^2$. The Cauchy–Schwarz bound gives $D>0$. The differences between the two points are

$$\sigma^2(b)-\sigma^2(a) = (b-a)\,D, \qquad E(b)-E(a) = (b-a)\,m_1,$$

so the variances differ and the line has slope $m_1/D$. Writing $\sigma^2(a) = a\,(D + b\,m_1^2)$, the intercept misses $E_0$ by

$$a\,m_1 - \frac{a\,(D+b\,m_1^2)\,m_1}{D} = -\frac{a\,b\,m_1^3}{D}.$$

The error is of second order in the weights. If $m_1>0$ and both weights are positive, the extrapolated energy lies below $E_0$, even though both input energies lie above it. In the proof, `hD` is the positivity of $D$, `hdiff` the difference of the variances, and `key` the final algebraic identity.

```lean
/-- If `m2 > 0`, two trial states with different weights `a, b ≥ 0`, where `a + b < 1`, have
different variances, and their linear extrapolation misses `E0` by `-a b m1³ / (m2 - (a + b) m1²)`.
-/
theorem two_point_error (h : EigenMix H E0 f x) (hm : 0 < m2 H E0 x) {a b : ℝ}
    (ha : 0 ≤ a) (hb : 0 ≤ b) (hab : a ≠ b) (hs : a + b < 1) :
    variance H (trial f x a) ≠ variance H (trial f x b) ∧
    intercept (variance H (trial f x a)) (energy H (trial f x a))
        (variance H (trial f x b)) (energy H (trial f x b)) - E0
      = -(a * b * m1 H E0 x ^ 3) / (m2 H E0 x - (a + b) * m1 H E0 x ^ 2) := by
  obtain ⟨ea, va⟩ := energy_and_variance h ha (by linarith)
  obtain ⟨eb, vb⟩ := energy_and_variance h hb (by linarith)
  have hcs := m1_sq_le_m2 H E0 h.norm_x
  have hD : 0 < m2 H E0 x - (a + b) * m1 H E0 x ^ 2 := by
    nlinarith [mul_le_mul_of_nonneg_left hcs (add_nonneg ha hb), mul_pos (sub_pos.2 hs) hm]
  have hba : b - a ≠ 0 := sub_ne_zero.2 hab.symm
  have hdiff : variance H (trial f x b) - variance H (trial f x a)
      = (b - a) * (m2 H E0 x - (a + b) * m1 H E0 x ^ 2) := by
    rw [va, vb]
    ring
  have key : ∀ m D : ℝ, D ≠ 0 →
      E0 + a * m - a * (D + b * m ^ 2) * ((E0 + b * m) - (E0 + a * m)) / ((b - a) * D) - E0
        = -(a * b * m ^ 3) / D := by
    intro m D hD
    field_simp
    ring
  constructor
  · intro heq
    rw [heq, sub_self] at hdiff
    exact mul_ne_zero hba hD.ne' hdiff.symm
  · have va' : variance H (trial f x a)
        = a * ((m2 H E0 x - (a + b) * m1 H E0 x ^ 2) + b * m1 H E0 x ^ 2) := by
      rw [va]
      ring
    unfold intercept
    rw [hdiff, va', sub_eq_iff_eq_add'.1 ea, sub_eq_iff_eq_add'.1 eb]
    exact key _ _ hD.ne'
```

## A three-level example with numbers

Label the basis states $e_0, e_1, e_2$, and let $He_0 = 0$ and $He_1 = He_2 = e_1+e_2$. The first level is decoupled, and the other two are coupled to each other.

```lean
/-- A three-level Hamiltonian that decouples the first level and couples the other two. -/
def modelH : EuclideanSpace ℂ (Fin 3) →ₗ[ℂ] EuclideanSpace ℂ (Fin 3) where
  toFun v := !₂[0, v 1 + v 2, v 1 + v 2]
  map_add' u v := by
    ext i
    fin_cases i <;> simp <;> ring
  map_smul' c v := by
    ext i
    fin_cases i <;> simp <;> ring
```

With $f=e_0$, $x=e_1$ and $E_0=0$, the residual of $x$ is $e_1+e_2$, so $m_1=1$ and $m_2=2$. The state $x$ is not an eigenvector. The level $E_0=0$ is degenerate, since $(e_1-e_2)/\sqrt{2}$ also has energy zero, and the assumptions allow this. The theorem checks each field of `EigenMix` and both moments by components.

```lean
/-- The first two basis states of the three-level model meet the assumptions with `E0 = 0`,
`m1 = 1` and `m2 = 2`. -/
theorem eigenMix_witness :
    EigenMix modelH 0 !₂[1, 0, 0] !₂[0, 1, 0] ∧
      m1 modelH 0 !₂[0, 1, 0] = 1 ∧ m2 modelH 0 !₂[0, 1, 0] = 2 := by
  refine ⟨⟨?_, ?_, ?_, ?_, ?_⟩, ?_, ?_⟩
  · intro u v
    simp [modelH, PiLp.inner_apply, Fin.sum_univ_three]
    ring
  · ext i
    fin_cases i <;> simp [modelH]
  · simp [EuclideanSpace.norm_eq, Fin.sum_univ_three]
  · simp [EuclideanSpace.norm_eq, Fin.sum_univ_three]
  · simp [PiLp.inner_apply, Fin.sum_univ_three]
  · simp [m1, modelH, PiLp.inner_apply, Fin.sum_univ_three]
  · simp [m2, modelH, EuclideanSpace.norm_sq_eq, Fin.sum_univ_three]
    norm_num

end

end EnergyVarianceExtrapolation
```

For this model the formulas give:

| $w$ | $E(w)-E_0$ | $\sigma^2(w)$ | ratio |
|---|---|---|---|
| 0.1 | 0.1 | 0.2 − 0.01 = 0.19 | 0.526 |
| 0.2 | 0.2 | 0.4 − 0.04 = 0.36 | 0.556 |

The ratios approach $m_1/m_2 = 0.5$ from above as $w$ decreases. The line through the two points has slope $0.1/0.17 \approx 0.588$ and intercept $0.1 - 0.19 \times 0.1/0.17 \approx -0.0118$. The error formula gives the same value, $-0.1\times 0.2/(2-0.3) \approx -0.0118$.

```lean
#print axioms EnergyVarianceExtrapolation.energy_variance_extrapolation
#print axioms EnergyVarianceExtrapolation.two_point_error
```

```
'EnergyVarianceExtrapolation.energy_variance_extrapolation' depends on axioms: [propext, Classical.choice, Quot.sound]
'EnergyVarianceExtrapolation.two_point_error' depends on axioms: [propext, Classical.choice, Quot.sound]
```
